# Overlap of Löwdin envelopes at distinct energies outside the remote spectrum

Let a Hamiltonian in a finite orthonormal basis be split into a model space (the conduction bands, say) and remote bands:

$$H=\begin{pmatrix}A&B\\B^\dagger&D\end{pmatrix},\qquad H\begin{pmatrix}a\\b\end{pmatrix}=E\begin{pmatrix}a\\b\end{pmatrix}.$$

Here $a$ is the envelope and $b$ the remote component. The inner product $\langle u,v\rangle=\sum_i u_i^*v_i$ is written `star u ⬝ᵥ v` in Lean, and $G(E)=(E-D)^{-1}$ is the remote resolvent. For Hermitian $A$ and $D$, and eigenstates at distinct real energies $E_1,E_2$ outside the spectrum of $D$,

$$\langle a_1,a_2\rangle=-\langle a_1,B\,G(E_1)G(E_2)B^\dagger a_2\rangle .$$

The index types `m` and `n` label the model and remote basis states.

```lean
import Mathlib

open Matrix

namespace LowdinEnvelopeOverlap

variable {m n : Type*} [Fintype m] [Fintype n]
```

`BlockEigen` holds the two block rows of the eigenvalue equation. It requires neither normalisation nor a nonzero state. Differential operators in position space are covered only after discretisation to a finite matrix.

```lean
/-- The coupled eigenvalue equations at energy `E` for the block Hamiltonian
`[[A, B], [Bᴴ, D]]`, with envelope `a` in the model space and component `b` in the
remote bands. -/
structure BlockEigen (A : Matrix m m ℂ) (B : Matrix m n ℂ) (D : Matrix n n ℂ)
    (E : ℝ) (a : m → ℂ) (b : n → ℂ) : Prop where
  model : A *ᵥ a + B *ᵥ b = (E : ℂ) • a
  remote : Bᴴ *ᵥ a + D *ᵥ b = (E : ℂ) • b
```

## Hermitian blocks and distinct energies

Hermiticity of $A$ and $D$ (`hA`, `hD`) makes $H$ Hermitian, since the lower coupling block is already $B^\dagger$. It lets $H$ act to the left on state 1:

$$E_1\langle a_1,a_2\rangle=\langle a_1,Aa_2\rangle+\langle b_1,B^\dagger a_2\rangle,$$
$$E_1\langle b_1,b_2\rangle=\langle a_1,Bb_2\rangle+\langle b_1,Db_2\rangle.$$

Acting to the right on state 2 gives

$$\langle a_1,Aa_2\rangle+\langle a_1,Bb_2\rangle=E_2\langle a_1,a_2\rangle,$$
$$\langle b_1,B^\dagger a_2\rangle+\langle b_1,Db_2\rangle=E_2\langle b_1,b_2\rangle.$$

Adding all four leaves $(E_1-E_2)(\langle a_1,a_2\rangle+\langle b_1,b_2\rangle)=0$. Distinct energies (`hE`) allow division by the first factor, so the full states are orthogonal.

In the proof, `e1` to `e4` are these four equations, and `linear_combination` adds them.

```lean
variable {A : Matrix m m ℂ} {B : Matrix m n ℂ} {D : Matrix n n ℂ}
  {E E₁ E₂ : ℝ} {a a₁ a₂ : m → ℂ} {b b₁ b₂ : n → ℂ}

/-- Full eigenstates of a Hermitian block Hamiltonian at distinct energies are orthogonal:
the model-space and remote overlaps add up to zero. -/
theorem full_states_orthogonal (hA : A.IsHermitian) (hD : D.IsHermitian)
    (h₁ : BlockEigen A B D E₁ a₁ b₁) (h₂ : BlockEigen A B D E₂ a₂ b₂) (hE : E₁ ≠ E₂) :
    star a₁ ⬝ᵥ a₂ + star b₁ ⬝ᵥ b₂ = 0 := by
  -- let the Hamiltonian act to the left on the first state
  have e1 : (E₁ : ℂ) * (star a₁ ⬝ᵥ a₂)
      = star a₁ ⬝ᵥ A *ᵥ a₂ + star b₁ ⬝ᵥ Bᴴ *ᵥ a₂ := by
    have h := congrArg (fun v => star v ⬝ᵥ a₂) h₁.model
    simp only [star_add, star_mulVec, hA.eq, add_dotProduct, star_smul, smul_dotProduct,
      ← dotProduct_mulVec, Complex.star_def, Complex.conj_ofReal, smul_eq_mul] at h
    exact h.symm
  have e2 : (E₁ : ℂ) * (star b₁ ⬝ᵥ b₂)
      = star a₁ ⬝ᵥ B *ᵥ b₂ + star b₁ ⬝ᵥ D *ᵥ b₂ := by
    have h := congrArg (fun v => star v ⬝ᵥ b₂) h₁.remote
    simp only [star_add, star_mulVec, hD.eq, conjTranspose_conjTranspose, add_dotProduct,
      star_smul, smul_dotProduct, ← dotProduct_mulVec, Complex.star_def,
      Complex.conj_ofReal, smul_eq_mul] at h
    exact h.symm
  -- and to the right on the second state
  have e3 := congrArg (fun v => star a₁ ⬝ᵥ v) h₂.model
  have e4 := congrArg (fun v => star b₁ ⬝ᵥ v) h₂.remote
  simp only [dotProduct_add, dotProduct_smul, smul_eq_mul] at e3 e4
  have key : ((E₁ : ℂ) - E₂) * (star a₁ ⬝ᵥ a₂ + star b₁ ⬝ᵥ b₂) = 0 := by
    linear_combination e1 + e2 + e3 + e4
  have hne : (E₁ : ℂ) - E₂ ≠ 0 := sub_ne_zero.mpr (by exact_mod_cast hE)
  exact (mul_eq_zero.mp key).resolve_left hne
```

Both conditions matter. If $B=0$ and a non-Hermitian $A$ has non-orthogonal eigenvectors at distinct real energies, the right side of the overlap formula vanishes while the left does not. If the same state is used twice, so that $E_1=E_2$, the formula would equate $\|a\|^2$ with $-\|G(E)B^\dagger a\|^2$, which is impossible for $a\neq0$.

## Energies outside the remote spectrum

The condition $\det(E-D)\neq0$ says that $E$ is not an energy of the uncoupled remote bands. It makes `remoteG` a true inverse.

```lean
variable [DecidableEq n]

/-- The resolvent `(E - D)⁻¹` of the remote bands at energy `E`. -/
noncomputable def remoteG (D : Matrix n n ℂ) (E : ℝ) : Matrix n n ℂ :=
  ((E : ℂ) • (1 : Matrix n n ℂ) - D)⁻¹
```

For real $E$ and Hermitian $D$, $(E-D)^\dagger=E-D$, hence $G(E)^\dagger=G(E)$.

```lean
/-- At a real energy the resolvent of a Hermitian remote block is Hermitian. -/
theorem remoteG_hermitian (hD : D.IsHermitian) (E : ℝ) : (remoteG D E)ᴴ = remoteG D E := by
  have h : ((E : ℂ) • (1 : Matrix n n ℂ) - D)ᴴ = (E : ℂ) • (1 : Matrix n n ℂ) - D := by
    rw [conjTranspose_sub, conjTranspose_smul, conjTranspose_one, hD.eq,
      Complex.star_def, Complex.conj_ofReal]
  rw [remoteG, conjTranspose_nonsing_inv, h]
```

The remote row reads $(E-D)b=B^\dagger a$. Multiplying by $G(E)$ gives $b=G(E)B^\dagger a$.

```lean
/-- Away from the remote spectrum, the envelope determines the remote component:
`b = (E - D)⁻¹ Bᴴ a`. -/
theorem remote_component (h : BlockEigen A B D E a b)
    (hE : ((E : ℂ) • (1 : Matrix n n ℂ) - D).det ≠ 0) :
    b = remoteG D E *ᵥ (Bᴴ *ᵥ a) := by
  have h1 : ((E : ℂ) • (1 : Matrix n n ℂ) - D) *ᵥ b = Bᴴ *ᵥ a := by
    rw [sub_mulVec, smul_mulVec, one_mulVec, ← h.remote]
    exact add_sub_cancel_right _ _
  rw [remoteG, ← h1, mulVec_mulVec, nonsing_inv_mul _ (isUnit_iff_ne_zero.mpr hE),
    one_mulVec]
```

Substitution into the model row gives the Löwdin equation

$$\bigl(A+B\,G(E)B^\dagger\bigr)a=Ea.$$

Conversely, a solution $a$ with this $b$ satisfies both rows, as multiplying $b$ by $E-D$ recovers the remote one. The two branches of the next proof are these two directions.

```lean
/-- Löwdin partitioning: away from the remote spectrum, the full eigenvalue equations hold
exactly when the envelope solves the energy-dependent effective equation and the remote
component is the one generated by the envelope. -/
theorem lowdin_partitioning (hE : ((E : ℂ) • (1 : Matrix n n ℂ) - D).det ≠ 0) :
    BlockEigen A B D E a b ↔
      (A + B * remoteG D E * Bᴴ) *ᵥ a = (E : ℂ) • a ∧ b = remoteG D E *ᵥ (Bᴴ *ᵥ a) := by
  constructor
  · intro h
    have hb := remote_component h hE
    refine ⟨?_, hb⟩
    rw [add_mulVec, ← mulVec_mulVec, ← mulVec_mulVec, ← hb]
    exact h.model
  · rintro ⟨ha, hb⟩
    rw [add_mulVec, ← mulVec_mulVec, ← mulVec_mulVec, ← hb] at ha
    have h1 : ((E : ℂ) • (1 : Matrix n n ℂ) - D) *ᵥ b = Bᴴ *ᵥ a := by
      rw [hb, mulVec_mulVec, remoteG, mul_nonsing_inv _ (isUnit_iff_ne_zero.mpr hE),
        one_mulVec]
    rw [sub_mulVec, smul_mulVec, one_mulVec] at h1
    refine ⟨ha, ?_⟩
    rw [← h1]
    exact sub_add_cancel _ _
```

Eliminating both remote components now gives

$$\langle b_1,b_2\rangle=\langle G(E_1)B^\dagger a_1,G(E_2)B^\dagger a_2\rangle=\langle a_1,B\,G(E_1)G(E_2)B^\dagger a_2\rangle,$$

where the last step uses $G(E_1)^\dagger=G(E_1)$. The full overlap is therefore an envelope overlap with metric $1+B\,G(E_1)G(E_2)B^\dagger$. For $E_1\neq E_2$ this matrix need not be positive definite, so it is a metric only in a loose sense. The rewrites in Lean follow the same order.

```lean
/-- For a Hermitian remote block and energies outside its spectrum, the overlap of two full
eigenstates is the overlap of their envelopes taken with the energy-dependent metric `1 + B (E₁ -
D)⁻¹ (E₂ - D)⁻¹ Bᴴ`. -/
theorem full_overlap_eq_metric [DecidableEq m] (hD : D.IsHermitian)
    (h₁ : BlockEigen A B D E₁ a₁ b₁) (h₂ : BlockEigen A B D E₂ a₂ b₂)
    (hE₁ : ((E₁ : ℂ) • (1 : Matrix n n ℂ) - D).det ≠ 0)
    (hE₂ : ((E₂ : ℂ) • (1 : Matrix n n ℂ) - D).det ≠ 0) :
    star a₁ ⬝ᵥ a₂ + star b₁ ⬝ᵥ b₂
      = star a₁ ⬝ᵥ (1 + B * remoteG D E₁ * remoteG D E₂ * Bᴴ) *ᵥ a₂ := by
  -- eliminate both remote components and move the first resolvent to the right
  rw [remote_component h₁ hE₁, remote_component h₂ hE₂, star_mulVec, star_mulVec,
    conjTranspose_conjTranspose, remoteG_hermitian hD, ← dotProduct_mulVec,
    ← dotProduct_mulVec, add_mulVec, one_mulVec, dotProduct_add]
  simp only [mulVec_mulVec, Matrix.mul_assoc]
```

Setting this overlap to zero, by orthogonality of the full states, proves the formula.

```lean
/-- For eigenstates of a Hermitian block Hamiltonian at distinct energies outside the remote
spectrum, the envelope overlap is `⟨a₁, a₂⟩ = -⟨a₁, B (E₁ - D)⁻¹ (E₂ - D)⁻¹ Bᴴ a₂⟩`. -/
theorem envelope_overlap (hA : A.IsHermitian) (hD : D.IsHermitian)
    (h₁ : BlockEigen A B D E₁ a₁ b₁) (h₂ : BlockEigen A B D E₂ a₂ b₂) (hE : E₁ ≠ E₂)
    (hE₁ : ((E₁ : ℂ) • (1 : Matrix n n ℂ) - D).det ≠ 0)
    (hE₂ : ((E₂ : ℂ) • (1 : Matrix n n ℂ) - D).det ≠ 0) :
    star a₁ ⬝ᵥ a₂
      = -(star a₁ ⬝ᵥ (B * remoteG D E₁ * remoteG D E₂ * Bᴴ) *ᵥ a₂) := by
  classical
  have h0 := full_states_orthogonal hA hD h₁ h₂ hE
  rw [full_overlap_eq_metric hD h₁ h₂ hE₁ hE₂, add_mulVec, one_mulVec,
    dotProduct_add] at h0
  exact eq_neg_of_add_eq_zero_left h0
```

If $E$ lies in the spectrum of $D$, the envelope need not determine $b$: an uncoupled remote state has $a=0$ and $b\neq0$.

## Nonzero states and a one-dimensional model space

If $a=0$, then $b=G(E)B^\dagger a=0$. A nonzero state outside the remote spectrum therefore has a nonzero envelope.

```lean
/-- Away from the remote spectrum, a nonzero eigenstate has a nonzero envelope. -/
theorem envelope_ne_zero (h : BlockEigen A B D E a b)
    (hE : ((E : ℂ) • (1 : Matrix n n ℂ) - D).det ≠ 0) (hne : ¬(a = 0 ∧ b = 0)) :
    a ≠ 0 := by
  intro ha
  refine hne ⟨ha, ?_⟩
  rw [remote_component h hE, ha, mulVec_zero, mulVec_zero]
```

If the model space has a single basis state (one band at a fixed wavevector, say), then for two such states $\langle a_1,a_2\rangle$ is a product of two nonzero numbers, so it cannot vanish. This needs neither Hermiticity nor distinct energies. With several model basis states, including one band discretised in position space, envelopes can be orthogonal, for instance when $B=0$, $A$ is Hermitian and the energies are distinct.

```lean
/-- With a single model basis state and any finite number of remote ones, the envelopes of two
nonzero eigenstates with energies outside the remote spectrum are never orthogonal. -/
theorem single_band_overlap_ne_zero {A : Matrix (Fin 1) (Fin 1) ℂ}
    {B : Matrix (Fin 1) n ℂ} {a₁ a₂ : Fin 1 → ℂ}
    (h₁ : BlockEigen A B D E₁ a₁ b₁) (h₂ : BlockEigen A B D E₂ a₂ b₂)
    (hE₁ : ((E₁ : ℂ) • (1 : Matrix n n ℂ) - D).det ≠ 0)
    (hE₂ : ((E₂ : ℂ) • (1 : Matrix n n ℂ) - D).det ≠ 0)
    (hne₁ : ¬(a₁ = 0 ∧ b₁ = 0)) (hne₂ : ¬(a₂ = 0 ∧ b₂ = 0)) :
    star a₁ ⬝ᵥ a₂ ≠ 0 := by
  have entry : ∀ v : Fin 1 → ℂ, v ≠ 0 → v 0 ≠ 0 := by
    intro v hv h0
    apply hv
    funext i
    rw [Subsingleton.elim i 0]
    exact h0
  rw [dotProduct, Fin.sum_univ_one]
  exact mul_ne_zero (star_ne_zero.mpr (entry a₁ (envelope_ne_zero h₁ hE₁ hne₁)))
    (entry a₂ (envelope_ne_zero h₂ hE₂ hne₂))
```

## Two bands with numbers

Take $A=3$, $B=2$, $D=0$. Then

$$H\begin{pmatrix}2\\1\end{pmatrix}=\begin{pmatrix}8\\4\end{pmatrix},\qquad H\begin{pmatrix}1\\-2\end{pmatrix}=\begin{pmatrix}-1\\2\end{pmatrix},$$

so the energies are $4$ and $-1$. The envelope overlap is $2\cdot1=2$, and the remote overlap $1\cdot(-2)=-2$ cancels it. In the formula, $G(4)=\tfrac14$ and $G(-1)=-1$, so $B\,G(4)G(-1)B^\dagger=-1$ and the right side is $-(2\cdot(-1)\cdot1)=2$. Each full vector has norm $\sqrt5$, so the normalised states have envelope overlap $2/5$.

The Lean statement records the overlap and the hypotheses of the formula other than $4\neq-1$. The proof evaluates entries.

```lean
/-- The two-band Hamiltonian `[[3, 2], [2, 0]]` has eigenstates `(2, 1)` at energy `4` and
`(1, -2)` at energy `-1`, both energies lie outside the remote spectrum, and the envelope
overlap is `2`. -/
theorem envelope_overlap_witness :
    (!![3] : Matrix (Fin 1) (Fin 1) ℂ).IsHermitian ∧
    (!![0] : Matrix (Fin 1) (Fin 1) ℂ).IsHermitian ∧
    BlockEigen !![3] !![2] !![0] 4 ![2] ![1] ∧
    BlockEigen !![3] !![2] !![0] (-1) ![1] ![-2] ∧
    (((4 : ℝ) : ℂ) • (1 : Matrix (Fin 1) (Fin 1) ℂ) - !![0]).det ≠ 0 ∧
    (((-1 : ℝ) : ℂ) • (1 : Matrix (Fin 1) (Fin 1) ℂ) - !![0]).det ≠ 0 ∧
    star (![2] : Fin 1 → ℂ) ⬝ᵥ ![1] = 2 := by
  refine ⟨IsHermitian.ext fun i j => ?_, IsHermitian.ext fun i j => ?_,
    ⟨?_, ?_⟩, ⟨?_, ?_⟩, ?_, ?_, ?_⟩
  · fin_cases i; fin_cases j; simp
  · fin_cases i; fin_cases j; simp
  · funext i; fin_cases i; simp; norm_num
  · funext i; fin_cases i; simp [mulVec, dotProduct]; norm_num
  · funext i; fin_cases i; simp; norm_num
  · funext i; fin_cases i; simp [mulVec, dotProduct]
  · rw [det_fin_one]; simp
  · rw [det_fin_one]; simp
  · simp [dotProduct]

end LowdinEnvelopeOverlap
```

```lean
#print axioms LowdinEnvelopeOverlap.lowdin_partitioning
#print axioms LowdinEnvelopeOverlap.envelope_overlap
#print axioms LowdinEnvelopeOverlap.single_band_overlap_ne_zero
```

```
'LowdinEnvelopeOverlap.lowdin_partitioning' depends on axioms: [propext, Classical.choice, Quot.sound]
'LowdinEnvelopeOverlap.envelope_overlap' depends on axioms: [propext, Classical.choice, Quot.sound]
'LowdinEnvelopeOverlap.single_band_overlap_ne_zero' depends on axioms: [propext, Classical.choice, Quot.sound]
```

## Overlaps in a multiband code

In a single-particle $k\cdot p$ calculation that solves the energy-dependent Löwdin equation in a finite orthonormal basis, orthogonality should be tested on full states, not on envelopes alone. For energies outside the remote spectrum, the code can obtain each $b$ from the linear system $(E-D)b=B^\dagger a$ and add $\langle b_1,b_2\rangle$ to the envelope overlap. Normalisation uses the same metric with both energies equal: $\langle a,(1+B\,G(E)^2B^\dagger)a\rangle=1$.
